# Adiabatic resistivity and zero-electric-field thermal conductivity: equal determinant ratios for invertible tensors

Take a wire with one electric current $J$ and one temperature gradient $g$ along it. Let $E$ be the electric field that a voltmeter integrates, which includes the gradient of the chemical potential. In linear response this field and the heat flux $Q$ are

$$E = rJ + sg,\qquad Q = pJ - kg,$$

where $r\neq0$ is the isothermal resistivity, $s$ the thermopower, $p$ the Peltier coefficient and $k\neq0$ the thermal conductivity at zero current.

If no heat flows, then $g = pJ/k$ and $E = (r + sp/k)J$. If instead the electric field vanishes, then $J = -sg/r$ and $Q = -(k + ps/r)g$. The resistivity and the thermal conductivity have both been multiplied by

$$1 + \frac{sp}{rk}.$$

With tensors the two corrections are matrices, possibly of different sizes, and no longer a common number. The determinants of the resistivity and of the thermal conductivity are still multiplied by a common factor.

## The determinant identity for transport tensors

Let $J$ have $m$ components and $g$ have $n$ components. In the usual case both numbers equal the spatial dimension. The tensors are $\rho$ ($m\times m$), $S$ ($m\times n$), $P$ ($n\times m$) and $\kappa$ ($n\times n$), and

$$E = \rho J + Sg,\qquad Q = PJ - \kappa g.$$

For invertible $\rho$ and $\kappa$, define the adiabatic resistivity and the thermal conductivity at zero electric field by

$$\rho_{\rm ad} = \rho + S\kappa^{-1}P,\qquad \kappa_E = \kappa + P\rho^{-1}S.$$

Then

$$\frac{\det\rho_{\rm ad}}{\det\rho} = \frac{\det\kappa_E}{\det\kappa}.$$

Adiabatic means here that every component of $Q$ vanishes, not only those transverse to the current. No tensor has to be symmetric, so the identity applies at any magnetic field at which $\rho$ and $\kappa$ are invertible. Invertibility of $\rho$ means that, at uniform temperature, every nonzero current needs a nonzero field. Invertibility of $\kappa$ means that, at zero current, every nonzero temperature gradient drives a heat flux.

## Checking the conversion between $\kappa_E$ and $\kappa$

A transport solver that takes $E$ and $g$ as driving forces computes

$$J = \rho^{-1}(E - Sg),\qquad Q = P\rho^{-1}E - \kappa_E g.$$

It therefore obtains $\kappa_E$ first, and the zero-current tensor follows by subtraction: $\kappa = \kappa_E - P\rho^{-1}S$. A code that goes on to form $\rho_{\rm ad}$ can compare the two determinant ratios as a test of this post-processing.

For example, let $r=s=p=1$ and $k=2$ in some consistent units. Then $\kappa_E=3$ and $\rho_{\rm ad}=3/2$, and both ratios are $3/2$. If the subtraction is forgotten, $3$ is used for $\kappa$ while the solver's $\kappa_E$ is still $3$. The resistivity ratio then becomes $4/3$ and the thermal ratio $1$. The test needs the solver's own $\kappa_E$: recomputed from the wrong $\kappa$ it would be $4$, and both ratios would be $4/3$. A transposed $S$ in only one of the two formulas can also show up in this way.

The test has blind spots. It is a single scalar equation, and it holds for every $S$ and $P$, so a wrong thermopower used consistently passes it.

A linearised Boltzmann calculation for the electrons alone gives only the electronic parts of $\kappa$ and $\kappa_E$. The identity holds for these parts too, but in a real sample the adiabatic condition stops the total heat flux. With phonon drag neglected, the lattice thermal conductivity therefore has to be added to both tensors before $\rho_{\rm ad}$ is formed.

## From the two measurement conditions to Sylvester's identity

**No heat flux.** If $Q=0$, then $PJ = \kappa g$, so $g = \kappa^{-1}PJ$. Substituting this into the field gives

$$E = \rho J + S\kappa^{-1}PJ = \rho_{\rm ad}J.$$

**No electric field.** If $E=0$, then $Sg = -\rho J$, so $J = -\rho^{-1}Sg$. Substituting this into the heat flux gives

$$Q = -P\rho^{-1}Sg - \kappa g = -\kappa_E g.$$

**Factoring.** Put $X=\rho^{-1}S$, which is $m\times n$, and $Y=\kappa^{-1}P$, which is $n\times m$. Since $\rho X = S$ and $\kappa Y = P$,

$$\rho_{\rm ad} = \rho + SY = \rho(1+XY),\qquad \kappa_E = \kappa + PX = \kappa(1+YX).$$

Taking determinants and dividing, the two ratios are $\det(1+XY)$ and $\det(1+YX)$.

**Equality of the remaining determinants.** Consider the block matrix

$$M = \begin{pmatrix}1 & -X\\ Y & 1\end{pmatrix}.$$

Multiplication from the left by a block-triangular matrix with unit diagonal leaves the determinant unchanged. Two such multiplications give

$$\begin{pmatrix}1&0\\-Y&1\end{pmatrix}M = \begin{pmatrix}1&-X\\0&1+YX\end{pmatrix},\qquad
\begin{pmatrix}1&X\\0&1\end{pmatrix}M = \begin{pmatrix}1+XY&0\\Y&1\end{pmatrix}.$$

Hence $\det M$ equals both $\det(1+YX)$ and $\det(1+XY)$. This is Sylvester's determinant identity, and it completes the derivation.

**Reciprocity in a magnetic field.** Suppose that at temperature $T$ the tensors depend on a magnetic field $B$ with $\rho(-B)=\rho(B)^{\mathsf T}$, $\kappa(-B)=\kappa(B)^{\mathsf T}$ and $P(B)=T\,S(-B)^{\mathsf T}$. Then

$$\rho_{\rm ad}(-B) = \rho(B)^{\mathsf T} + T\,S(-B)\,(\kappa(B)^{-1})^{\mathsf T}S(B)^{\mathsf T}.$$

Since $T\,S(-B)=P(B)^{\mathsf T}$, the right-hand side is $\rho_{\rm ad}(B)^{\mathsf T}$. In the same way,

$$\kappa_E(-B) = \kappa(B)^{\mathsf T} + T\,S(B)^{\mathsf T}(\rho(B)^{-1})^{\mathsf T}S(-B) = \kappa_E(B)^{\mathsf T}.$$

**Isotropic conductor.** In $d$ dimensions let $\rho=r1$, $S=s1$, $P=Ts1$ and $\kappa=k1$, with $r$ and $k$ nonzero. Define the dimensionless figure of merit $Z$, usually written $zT$, by $Zrk=s^2T$. Then

$$\rho_{\rm ad} = \left(r+\frac{Ts^2}{k}\right)1 = r(1+Z)1,\qquad \frac{\det\rho_{\rm ad}}{\det\rho} = (1+Z)^d.$$

## Lean file for the responses, the identity and its two companions

```lean
import Mathlib

open Matrix

namespace ThermoelectricDeterminant

noncomputable section

variable {m n : Type*} [Fintype m] [DecidableEq m] [Fintype n] [DecidableEq n]

/-- The electric field `E = ρ J + S g` produced by a current `J` and a temperature
gradient `g`, with isothermal resistivity `ρ` and thermopower `S`. -/
def electricField (ρ : Matrix m m ℝ) (S : Matrix m n ℝ) (J : m → ℝ) (g : n → ℝ) : m → ℝ :=
  ρ *ᵥ J + S *ᵥ g

/-- The heat flux `Q = P J - κ g` carried by a current `J` and a temperature gradient `g`,
with Peltier tensor `P` and thermal conductivity `κ` at zero current. -/
def heatFlux (P : Matrix n m ℝ) (κ : Matrix n n ℝ) (J : m → ℝ) (g : n → ℝ) : n → ℝ :=
  P *ᵥ J - κ *ᵥ g

/-- The adiabatic resistivity `ρ + S κ⁻¹ P`, meant for invertible `κ`. -/
def rhoAd (ρ : Matrix m m ℝ) (S : Matrix m n ℝ) (P : Matrix n m ℝ) (κ : Matrix n n ℝ) :
    Matrix m m ℝ :=
  ρ + S * κ⁻¹ * P

/-- The thermal conductivity at zero electric field, `κ + P ρ⁻¹ S`, meant for
invertible `ρ`. -/
def kappaE (ρ : Matrix m m ℝ) (S : Matrix m n ℝ) (P : Matrix n m ℝ) (κ : Matrix n n ℝ) :
    Matrix n n ℝ :=
  κ + P * ρ⁻¹ * S

omit [DecidableEq m] in
/-- If `κ` is invertible and no heat flows, the electric field is the adiabatic
resistivity applied to the current. -/
theorem electricField_of_adiabatic (ρ : Matrix m m ℝ) (S : Matrix m n ℝ)
    (P : Matrix n m ℝ) (κ : Matrix n n ℝ) (hκ : IsUnit κ.det) (J : m → ℝ) (g : n → ℝ)
    (hQ : heatFlux P κ J g = 0) :
    electricField ρ S J g = rhoAd ρ S P κ *ᵥ J := by
  -- the Peltier heat is balanced by conduction
  have h : P *ᵥ J = κ *ᵥ g := by
    unfold heatFlux at hQ
    exact sub_eq_zero.mp hQ
  unfold electricField rhoAd
  rw [Matrix.add_mulVec, ← Matrix.mulVec_mulVec, h, Matrix.mulVec_mulVec,
    Matrix.mul_assoc, Matrix.nonsing_inv_mul _ hκ, Matrix.mul_one]

omit [DecidableEq n] in
/-- If `ρ` is invertible and the electric field vanishes, the heat flux is minus the
zero-field thermal conductivity applied to the temperature gradient. -/
theorem heatFlux_of_zero_field (ρ : Matrix m m ℝ) (S : Matrix m n ℝ)
    (P : Matrix n m ℝ) (κ : Matrix n n ℝ) (hρ : IsUnit ρ.det) (J : m → ℝ) (g : n → ℝ)
    (hE : electricField ρ S J g = 0) :
    heatFlux P κ J g = -(kappaE ρ S P κ *ᵥ g) := by
  -- the thermoelectric field is balanced by the ohmic one
  have h : S *ᵥ g = -(ρ *ᵥ J) := by
    unfold electricField at hE
    exact eq_neg_of_add_eq_zero_right hE
  have h2 : (P * ρ⁻¹ * S) *ᵥ g = -(P *ᵥ J) := by
    rw [← Matrix.mulVec_mulVec, h, Matrix.mulVec_neg, Matrix.mulVec_mulVec,
      Matrix.mul_assoc, Matrix.nonsing_inv_mul _ hρ, Matrix.mul_one]
  unfold heatFlux kappaE
  rw [Matrix.add_mulVec, h2]
  abel

/-- An invertible transport tensor `A` factors out of its thermoelectrically corrected
form `A + B D⁻¹ C`. -/
theorem factor_out (A : Matrix m m ℝ) (B : Matrix m n ℝ) (C : Matrix n m ℝ)
    (D : Matrix n n ℝ) (hA : IsUnit A.det) :
    A + B * D⁻¹ * C = A * (1 + (A⁻¹ * B) * (D⁻¹ * C)) := by
  rw [Matrix.mul_add, Matrix.mul_one, Matrix.mul_assoc A⁻¹,
    Matrix.mul_nonsing_inv_cancel_left _ _ hA, Matrix.mul_assoc B]

/-- For invertible `ρ` and `κ`, passing from isothermal to adiabatic conditions changes the
determinant of the resistivity by the same factor as passing from zero current to zero
electric field changes the determinant of the thermal conductivity. -/
theorem det_ratio_eq (ρ : Matrix m m ℝ) (S : Matrix m n ℝ) (P : Matrix n m ℝ)
    (κ : Matrix n n ℝ) (hρ : IsUnit ρ.det) (hκ : IsUnit κ.det) :
    (rhoAd ρ S P κ).det / ρ.det = (kappaE ρ S P κ).det / κ.det := by
  unfold rhoAd kappaE
  rw [factor_out ρ S P κ hρ, factor_out κ P S ρ hκ, Matrix.det_mul, Matrix.det_mul,
    mul_div_cancel_left₀ _ hρ.ne_zero, mul_div_cancel_left₀ _ hκ.ne_zero]
  -- Sylvester's identity: det (1 + X Y) = det (1 + Y X)
  exact Matrix.det_one_add_mul_comm _ _

/-- If `ρ` and `κ` obey Onsager reciprocity in a magnetic field `B` and the Peltier tensor obeys the
Kelvin relation `P(B) = T S(-B)ᵀ`, then `rhoAd` and `kappaE` obey Onsager reciprocity too. For
invertible `ρ B` and `κ B` these are the adiabatic resistivity and the thermal conductivity at zero
electric field. -/
theorem onsager_reciprocity (T : ℝ) (ρ : (Fin 3 → ℝ) → Matrix m m ℝ)
    (S : (Fin 3 → ℝ) → Matrix m n ℝ) (P : (Fin 3 → ℝ) → Matrix n m ℝ)
    (κ : (Fin 3 → ℝ) → Matrix n n ℝ)
    (hρ : ∀ B, ρ (-B) = (ρ B)ᵀ) (hκ : ∀ B, κ (-B) = (κ B)ᵀ)
    (hP : ∀ B, P B = T • (S (-B))ᵀ) (B : Fin 3 → ℝ) :
    rhoAd (ρ (-B)) (S (-B)) (P (-B)) (κ (-B)) = (rhoAd (ρ B) (S B) (P B) (κ B))ᵀ ∧
    kappaE (ρ (-B)) (S (-B)) (P (-B)) (κ (-B)) = (kappaE (ρ B) (S B) (P B) (κ B))ᵀ := by
  constructor <;>
  simp only [rhoAd, kappaE, hρ, hκ, hP, neg_neg, Matrix.transpose_add,
    Matrix.transpose_mul, Matrix.transpose_smul, Matrix.transpose_transpose,
    Matrix.transpose_nonsing_inv, Matrix.mul_smul, Matrix.smul_mul, Matrix.mul_assoc]

/-- In an isotropic conductor with nonzero resistivity `r`, nonzero thermal conductivity `k`,
thermopower `s` and Peltier coefficient `T s`, the determinant of the adiabatic resistivity divided
by that of the isothermal resistivity is `(1 + Z) ^ d` in `d` dimensions, where the dimensionless
figure of merit `Z` is fixed by `Z r k = s² T`. -/
theorem isotropic_det_ratio (r s k T Z : ℝ) (hr : r ≠ 0) (hk : k ≠ 0)
    (hZ : Z * (r * k) = s ^ 2 * T) :
    (rhoAd (r • (1 : Matrix n n ℝ)) (s • (1 : Matrix n n ℝ))
      ((T * s) • (1 : Matrix n n ℝ)) (k • (1 : Matrix n n ℝ))).det
      / (r • (1 : Matrix n n ℝ)).det = (1 + Z) ^ Fintype.card n := by
  have hinv : (k • (1 : Matrix n n ℝ))⁻¹ = k⁻¹ • (1 : Matrix n n ℝ) :=
    Matrix.inv_eq_right_inv (by simp [smul_smul, hk])
  -- the thermoelectric correction to the resistivity is r Z
  have e : s * k⁻¹ * (T * s) = r * Z := by
    calc s * k⁻¹ * (T * s) = (s ^ 2 * T) * k⁻¹ := by ring
      _ = r * Z * (k * k⁻¹) := by rw [← hZ]; ring
      _ = r * Z := by rw [mul_inv_cancel₀ hk, mul_one]
  have h : rhoAd (r • (1 : Matrix n n ℝ)) (s • (1 : Matrix n n ℝ))
      ((T * s) • (1 : Matrix n n ℝ)) (k • (1 : Matrix n n ℝ))
      = (r * (1 + Z)) • (1 : Matrix n n ℝ) := by
    unfold rhoAd
    rw [hinv]
    simp only [Matrix.mul_smul, Matrix.mul_one, smul_smul, ← add_smul]
    congr 1
    linear_combination e
  rw [h, Matrix.det_smul, Matrix.det_smul, Matrix.det_one, mul_one, mul_one, mul_pow,
    mul_div_cancel_left₀ _ (pow_ne_zero _ hr)]

end

end ThermoelectricDeterminant
```

```lean
#print axioms ThermoelectricDeterminant.heatFlux_of_zero_field
#print axioms ThermoelectricDeterminant.det_ratio_eq
#print axioms ThermoelectricDeterminant.onsager_reciprocity
#print axioms ThermoelectricDeterminant.isotropic_det_ratio
```

```
'ThermoelectricDeterminant.heatFlux_of_zero_field' depends on axioms: [propext, Classical.choice, Quot.sound]
'ThermoelectricDeterminant.det_ratio_eq' depends on axioms: [propext, Classical.choice, Quot.sound]
'ThermoelectricDeterminant.onsager_reciprocity' depends on axioms: [propext, Classical.choice, Quot.sound]
'ThermoelectricDeterminant.isotropic_det_ratio' depends on axioms: [propext, Classical.choice, Quot.sound]
```

## The physics in the Lean statements

The index types `m` and `n` label the components of the current and of the temperature gradient. They are finite and may differ. The functions `electricField` and `heatFlux` are the two constitutive laws, and their signs fix the convention: `g` is the temperature gradient itself, so ordinary conduction enters the heat flux with a minus sign. The field is the one that a voltmeter integrates, so it includes the gradient of the chemical potential.

`rhoAd` and `kappaE` are defined by their formulas. Two theorems connect them with measurements:

- `electricField_of_adiabatic` says that, for invertible `κ`, any `J` and `g` with zero heat flux give the field `rhoAd ρ S P κ *ᵥ J`.
- `heatFlux_of_zero_field` says that, for invertible `ρ`, any `J` and `g` with zero electric field give the heat flux `-(kappaE ρ S P κ *ᵥ g)`.

The main theorem is `det_ratio_eq`. Its hypotheses `IsUnit ρ.det` and `IsUnit κ.det` say that the two determinants are nonzero. The magnetic field does not appear in it, because the theorem accepts arbitrary real matrices. One applies it to the tensors at each field separately.

In `onsager_reciprocity` the tensors are functions of a three-component field `B`. Onsager reciprocity of `ρ` and `κ` and the Kelvin relation are hypotheses. They stand for microscopic reversibility, which reverses the magnetic field together with the motion, and they are not derived from a scattering model. The conclusion has the physical meaning given above when `ρ B` and `κ B` are invertible.

In `isotropic_det_ratio` the dimension is `Fintype.card n`, and `Z` already contains the temperature. All four tensors are multiples of the identity, which leaves out Hall and Nernst components.

## Cancellations and determinants in the Lean proofs

The two response theorems follow the substitutions made by hand. In the first, `h` is the balance $PJ=\kappa g$; the rewriting inserts it into $\rho_{\rm ad}J$ and cancels $\kappa^{-1}\kappa$. In the second, `h` is $Sg=-\rho J$ and `h2` is $P\rho^{-1}Sg=-PJ$, after which `abel` collects the terms.

The lemma `factor_out` pulls an invertible matrix out of its corrected form. `det_ratio_eq` uses it twice with the roles exchanged, once for `ρ` and once for `κ`. It then splits the determinants of the products, cancels $\det\rho$ and $\det\kappa$, and closes with `Matrix.det_one_add_mul_comm`, which is Sylvester's identity.

For reciprocity, one `simp only` call serves both equations: it inserts the assumed relations and moves the transposes through sums, products and inverses. In the isotropic theorem, `hinv` inverts $k1$, `e` is the scalar relation $s k^{-1}(Ts)=rZ$, and `h` is $\rho_{\rm ad}=r(1+Z)1$. The determinants of multiples of the identity then supply the power.

## A conductor with $\kappa=0$, and the reach of the model

Invertibility of $\rho$ alone is not enough for the main theorem or for an adiabatic resistivity to exist. Take one channel of each kind with $\rho=S=P=1$ and $\kappa=0$, so that $E=J+g$ and $Q=J$. The condition $Q=0$ forces $J=0$ but leaves $g$ free. With $g=1$ the field is $E=1$ at zero current, and no resistivity multiplied by $J$ can reproduce it. In Lean, where the inverse of a singular matrix and division by zero both return zero, the two sides of the identity would be $1$ and $0$.

The theorems take the transport tensors as given, real and finite-dimensional, with fluxes and fields related linearly at a point. They do not say whether a band structure, a relaxation time or a sampling grid yields accurate tensors. Rounding is not modelled either, so a numerical comparison of the two ratios needs a tolerance suited to the conditioning of $\rho$ and $\kappa$.
